# To first order, a field redefinition turns a quadratic higher-derivative term into a current-current term

At momenta far below the mass $m$ of a heavy charged particle, its vacuum polarization appears in the photon action as a term of the form $F\,\Box F$, with a coefficient proportional to $\alpha/m^2$. To first order in that coefficient, the same physics can be written as a contact interaction between currents. How does one form turn into the other, and how much freedom is there in the change of variables?

For a static potential and $K=-\nabla^2$, integration by parts turns $F\,\Box F$ into a multiple of $\|KA\|^2$. This suggests a model in which the field $A$ and a prescribed current $J$ are vectors in a real inner-product space $E$, of any dimension.

In Lean 4 with Mathlib:

```lean
import Mathlib

open scoped InnerProductSpace

namespace FieldRedefinition

noncomputable section

variable {E : Type*} [NormedAddCommGroup E] [InnerProductSpace ℝ E]
```

## The action and its correction

The kinetic operator $K$ is a linear map defined on all of $E$. For $K=-\nabla^2$, the space $E$ can consist of the smooth, rapidly decreasing functions with inner product $\int f(x)g(x)\,dx$, but not of all square-integrable functions. The leading action is

$$S_0(A)=\tfrac12\langle A,KA\rangle-\langle J,A\rangle .$$

For symmetric $K$ its stationary points satisfy $KA=J$.

```lean
/-- The leading action `⟨A, K A⟩ / 2 - ⟨J, A⟩` of a field `A` with kinetic operator `K`,
coupled to a current `J`. -/
def action (K : E →ₗ[ℝ] E) (J A : E) : ℝ :=
  inner ℝ A (K A) / 2 - inner ℝ J A
```

The correction has a real coefficient $c$, which stands for the effect of the heavy particle and is not the speed of light:

$$S_c(A)=S_0(A)+\tfrac c2\|KA\|^2 .$$

```lean
/-- The action with the higher-derivative term `(c / 2) ‖K A‖²` added, the analogue of the `F box F`
term. -/
def correctedAction (K : E →ₗ[ℝ] E) (J : E) (c : ℝ) (A : E) : ℝ :=
  action K J A + c / 2 * ‖K A‖ ^ 2
```

## Shifting the field

Let $K$ be symmetric, $\langle Kx,y\rangle=\langle x,Ky\rangle$, which for a differential operator means integration by parts without boundary terms. Replace $A$ by $A-cV$ for any vector $V$. The three parts of the action become

$$\begin{aligned}
\tfrac12\langle A-cV,K(A-cV)\rangle&=\tfrac12\langle A,KA\rangle-c\langle KA,V\rangle+\tfrac{c^2}2\langle V,KV\rangle,\\
-\langle J,A-cV\rangle&=-\langle J,A\rangle+c\langle J,V\rangle,\\
\tfrac c2\|KA-cKV\|^2&=\tfrac c2\|KA\|^2-c^2\langle KA,KV\rangle+\tfrac{c^3}2\|KV\|^2 .
\end{aligned}$$

Their sum is a cubic in $c$ with linear coefficient $\tfrac12\|KA\|^2-\langle KA-J,V\rangle$.

```lean
/-- For symmetric `K`, the corrected action of the shifted field `A - c V` is a cubic polynomial
in `c`, with the coefficients given here. -/
theorem correctedAction_shift (K : E →ₗ[ℝ] E) (hK : K.IsSymmetric) (J A V : E) (c : ℝ) :
    correctedAction K J c (A - c • V) =
      action K J A + c * (‖K A‖ ^ 2 / 2 - inner ℝ (K A - J) V)
        + c ^ 2 * (inner ℝ V (K V) / 2 - inner ℝ (K A) (K V))
        + c ^ 3 * (‖K V‖ ^ 2 / 2) := by
  -- symmetry of `K` merges the two cross terms of the kinetic energy
  have h1 : inner ℝ A (K V) = inner ℝ (K A) V := (hK A V).symm
  have h2 : inner ℝ V (K A) = inner ℝ (K A) V := real_inner_comm _ _
  have h3 : ‖K (A - c • V)‖ ^ 2 =
      ‖K A‖ ^ 2 - 2 * c * inner ℝ (K A) (K V) + c ^ 2 * ‖K V‖ ^ 2 := by
    rw [map_sub, map_smul, norm_sub_sq_real, real_inner_smul_right, norm_smul, mul_pow,
      Real.norm_eq_abs, sq_abs]
    ring
  rw [correctedAction, h3]
  simp only [action, map_sub, map_smul, inner_sub_left, inner_sub_right,
    real_inner_smul_left, real_inner_smul_right, h1, h2]
  ring
```

In the proof, `h1` and `h2` merge the two cross terms of the first line, `h3` expands the square in the third, and `ring` collects powers of $c$.

Now let $V=aKA+bJ$ with real weights $a,b$. This $V$ depends on $A$ but not on $c$, so the expansion still applies, and the linear coefficient is

$$\left(\tfrac12-a\right)\|KA\|^2+(a-b)\langle KA,J\rangle+b\|J\|^2 .$$

```lean
/-- For symmetric `K`, this is the derivative at `c = 0` of the corrected action evaluated at the
redefined field `A - c (a K A + b J)`, with arbitrary real weights `a` and `b`. -/
theorem hasDerivAt_redefinition (K : E →ₗ[ℝ] E) (hK : K.IsSymmetric) (J A : E) (a b : ℝ) :
    HasDerivAt (fun c : ℝ => correctedAction K J c (A - c • (a • K A + b • J)))
      ((1 / 2 - a) * ‖K A‖ ^ 2 + (a - b) * inner ℝ (K A) J + b * ‖J‖ ^ 2) 0 := by
  have hcomm : inner ℝ J (K A) = inner ℝ (K A) J := real_inner_comm _ _
  have hcoef : ‖K A‖ ^ 2 / 2 - inner ℝ (K A - J) (a • K A + b • J) =
      (1 / 2 - a) * ‖K A‖ ^ 2 + (a - b) * inner ℝ (K A) J + b * ‖J‖ ^ 2 := by
    simp only [inner_sub_left, inner_add_right, real_inner_smul_right,
      real_inner_self_eq_norm_sq, hcomm]
    ring
  -- differentiate the exact cubic polynomial at `c = 0`
  have hpoly : ∀ p q r s : ℝ,
      HasDerivAt (fun c : ℝ => p + c * q + c ^ 2 * r + c ^ 3 * s) q 0 := by
    intro p q r s
    have h1 : HasDerivAt (fun c : ℝ => c) 1 0 := hasDerivAt_id' 0
    have h := (((h1.mul_const q).const_add p).fun_add
      ((h1.fun_pow 2).mul_const r)).fun_add ((h1.fun_pow 3).mul_const s)
    exact h.congr_deriv (by simp)
  rw [← hcoef]
  simp only [correctedAction_shift K hK]
  exact hpoly _ _ _ _
```

Here `hcoef` is this last computation, and `hpoly` differentiates a general cubic at zero.

The device that carries the argument is `HasDerivAt f d x`, a relation between a function, a number and a point. Because the derivative `d` is an explicit argument, `congr_deriv` can exchange it for an equal expression once algebra has shown the equality. Conversely, `HasDerivAt.unique` turns two derivative statements about one function into an equation between numbers, which is used below for the weights.

## The current-current term

With $a=b=\tfrac12$ the first two terms vanish, and

$$S_c\!\left(A-\tfrac c2(KA+J)\right)=S_0(A)+\tfrac c2\|J\|^2+O(c^2).$$

The theorem states this as a value and a derivative at $c=0$, for each fixed $A$.

```lean
/-- For symmetric `K`, the redefinition `A → A - (c / 2) (K A + J)` leaves the leading action
unchanged at `c = 0` and turns the higher-derivative term, to first order in `c`, into the
current-current term `(c / 2) ‖J‖²`. -/
theorem field_redefinition (K : E →ₗ[ℝ] E) (hK : K.IsSymmetric) (J A : E) :
    correctedAction K J 0 (A - ((0 : ℝ) / 2) • (K A + J)) = action K J A ∧
      HasDerivAt (fun c : ℝ => correctedAction K J c (A - (c / 2) • (K A + J)))
        (‖J‖ ^ 2 / 2) 0 := by
  constructor
  · simp [correctedAction]
  · have hfun : (fun c : ℝ => correctedAction K J c (A - (c / 2) • (K A + J))) =
        fun c : ℝ => correctedAction K J c
          (A - c • ((1 / 2 : ℝ) • K A + (1 / 2 : ℝ) • J)) := by
      funext c
      congr 2
      module
    rw [hfun]
    exact (hasDerivAt_redefinition K hK J A (1 / 2) (1 / 2)).congr_deriv (by ring)
```

The first part is the substitution $c=0$. In the second, `module` rewrites the shift with its two weights of one half, and the general formula finishes.

For functions of position, $\|J\|^2=\int J(x)^2\,dx$ is local. If $J$ is the sum of an electron and a nuclear charge density, its cross term is a contact interaction of the kind that shifts the s levels of hydrogen-like atoms in NRQED, though here the source is prescribed and the statement is of first order in $c$.

Linearity of $K$ alone is not enough. In the plane, let $K$ be the rotation by $90^\circ$ and $J=0$. Then $\langle A,KA\rangle=0$ for every $A$, so $S_0=0$ and

$$S_c\!\left(A-\tfrac c2KA\right)=\tfrac c2\left(1+\tfrac{c^2}4\right)\|A\|^2 .$$

The derivative at zero is $\tfrac12\|A\|^2$, whereas $\tfrac12\|J\|^2=0$.

## The weights are fixed

Suppose $KJ\ne0$, so that the kinetic operator does not annihilate the current. Suppose also that the first-order term equals the same number $C$ for every field. The fields $0$ and $\pm KJ$ give

$$C=b\|J\|^2,\qquad C=\left(\tfrac12-a\right)\|K^2J\|^2\pm(a-b)\|KJ\|^2+b\|J\|^2,$$

since $\langle K^2J,J\rangle=\|KJ\|^2$. The same identity shows $K^2J\ne0$. Subtracting the two signed equations gives $a=b$, and then $a=\tfrac12$. The uniqueness is within the family $aKA+bJ$.

```lean
/-- For symmetric `K` with `K J ≠ 0`, the first-order term left by the redefinition
`A → A - c (a K A + b J)` is independent of the field exactly when `a = b = 1/2`. -/
theorem redefinition_unique (K : E →ₗ[ℝ] E) (hK : K.IsSymmetric) (J : E) (hJ : K J ≠ 0)
    (a b : ℝ) :
    (∃ C : ℝ, ∀ A : E, HasDerivAt
      (fun c : ℝ => correctedAction K J c (A - c • (a • K A + b • J))) C 0) ↔
      a = 1 / 2 ∧ b = 1 / 2 := by
  constructor
  · rintro ⟨C, hC⟩
    have key := fun A : E => (hC A).unique (hasDerivAt_redefinition K hK J A a b)
    -- compare the fields `0`, `K J` and `-K J`
    have e0 := key 0
    have e1 := key (K J)
    have e2 := key (-(K J))
    simp only [map_zero, norm_zero, inner_zero_left] at e0
    simp only [map_neg, norm_neg, inner_neg_left] at e2
    have hin : inner ℝ (K (K J)) J = ‖K J‖ ^ 2 := by
      rw [hK (K J) J, real_inner_self_eq_norm_sq]
    have hpos : ‖K J‖ ^ 2 ≠ 0 := pow_ne_zero 2 (norm_ne_zero_iff.mpr hJ)
    have hKK : K (K J) ≠ 0 := by
      intro h
      rw [h, inner_zero_left] at hin
      exact hpos hin.symm
    have hpos' : ‖K (K J)‖ ^ 2 ≠ 0 := pow_ne_zero 2 (norm_ne_zero_iff.mpr hKK)
    rw [hin] at e1 e2
    have hab : (a - b) * ‖K J‖ ^ 2 = 0 := by linarith
    have ha : (1 / 2 - a) * ‖K (K J)‖ ^ 2 = 0 := by linarith
    have hab' := (mul_eq_zero.mp hab).resolve_right hpos
    have ha' := (mul_eq_zero.mp ha).resolve_right hpos'
    constructor <;> linarith
  · rintro ⟨rfl, rfl⟩
    exact ⟨‖J‖ ^ 2 / 2, fun A =>
      (hasDerivAt_redefinition K hK J A (1 / 2) (1 / 2)).congr_deriv (by ring)⟩
```

The equations `e0`, `e1` and `e2` belong to the fields $0$, $KJ$ and $-KJ$, and `linarith` combines them. The converse reuses the derivative formula.

## The action on solutions

A comparison without redefinition holds at every $c$ for which the solutions exist. Let $KA_0=J$ and $KA_1+cK^2A_1=J$; the subscripts label the two equations and are not spacetime components. Pairing the second equation with $A_1$ and with $A_0$ gives

$$\langle J,A_1\rangle=\langle A_1,KA_1\rangle+c\|KA_1\|^2,\qquad
\langle J,A_0\rangle=\langle J,A_1\rangle+c\langle J,KA_1\rangle .$$

Hence $S_c(A_1)=-\tfrac12\langle J,A_1\rangle$ and $S_0(A_0)=-\tfrac12\langle J,A_0\rangle$, so

$$S_c(A_1)=S_0(A_0)+\tfrac c2\langle J,KA_1\rangle .$$

```lean
/-- Let `K` be symmetric, let `A₀` solve the leading field equation `K A₀ = J` and `A₁` the
corrected one, `K A₁ + c K² A₁ = J`. Then the two on-shell actions differ by exactly
`(c / 2) ⟨J, K A₁⟩`. -/
theorem onShell_action (K : E →ₗ[ℝ] E) (hK : K.IsSymmetric) (J A₀ A₁ : E) (c : ℝ)
    (h₀ : K A₀ = J) (h₁ : K A₁ + c • K (K A₁) = J) :
    correctedAction K J c A₁ = action K J A₀ + c / 2 * inner ℝ J (K A₁) := by
  -- project the corrected field equation on `A₁` and on `A₀`
  have e1 : inner ℝ J A₁ = inner ℝ A₁ (K A₁) + c * ‖K A₁‖ ^ 2 := by
    calc inner ℝ J A₁ = inner ℝ (K A₁ + c • K (K A₁)) A₁ := by rw [h₁]
      _ = _ := by
        rw [inner_add_left, real_inner_smul_left, hK (K A₁) A₁,
          real_inner_self_eq_norm_sq, hK A₁ A₁]
  have e2 : inner ℝ J A₀ = inner ℝ J A₁ + c * inner ℝ J (K A₁) := by
    calc inner ℝ J A₀ = inner ℝ (K A₁ + c • K (K A₁)) A₀ := by rw [h₁]
      _ = _ := by
        rw [inner_add_left, real_inner_smul_left, hK (K A₁) A₀, hK A₁ A₀, h₀,
          real_inner_comm A₁ J, real_inner_comm (K A₁) J]
  have e3 : inner ℝ A₀ J = inner ℝ J A₀ := real_inner_comm _ _
  rw [correctedAction, action, action, h₀]
  linear_combination (-1 / 2 : ℝ) * e1 + (1 / 2 : ℝ) * e2 - (1 / 2 : ℝ) * e3
```

The two pairings are `e1` and `e2`, and `linear_combination` adds them with the weights the algebra requires. Both solutions are assumed to exist in $E$. For functions on all of three-dimensional space with the inner product $\int f(x)g(x)\,dx$, this leaves out the potential of a net charge, whose $1/r$ tail is not square-integrable.

## Momentum modes

For finitely many real mode amplitudes $A_i$ with wave numbers $k_i$, the operator $-\nabla^2$ becomes $(KA)_i=k_i^2A_i$.

```lean
/-- The kinetic operator on finitely many momentum modes: mode `i` is multiplied by `k i ^ 2`. -/
def modeKinetic {ι : Type*} [Fintype ι] (k : ι → ℝ) :
    EuclideanSpace ℝ ι →ₗ[ℝ] EuclideanSpace ℝ ι where
  toFun A := WithLp.toLp 2 (fun i => k i ^ 2 * A.ofLp i)
  map_add' A B := by
    ext i
    simp [mul_add]
  map_smul' r A := by
    ext i
    simp only [PiLp.smul_apply, smul_eq_mul, RingHom.id_apply]
    ring
```

This $K$ is symmetric because $\sum_j k_j^2x_jy_j$ treats $x$ and $y$ alike. If $k_i\ne0$ and $J_i\ne0$ for some mode $i$, then $(KJ)_i=k_i^2J_i\ne0$, so the uniqueness result applies to such a current.

```lean
/-- The kinetic operator on momentum modes is symmetric, and it does not annihilate a current
that excites some mode of nonzero momentum. -/
theorem modeKinetic_witness {ι : Type*} [Fintype ι] (k : ι → ℝ) (J : EuclideanSpace ℝ ι)
    (i : ι) (hk : k i ≠ 0) (hJ : J.ofLp i ≠ 0) :
    (modeKinetic k).IsSymmetric ∧ modeKinetic k J ≠ 0 := by
  constructor
  · intro x y
    rw [PiLp.inner_apply, PiLp.inner_apply]
    refine Finset.sum_congr rfl fun j _ => ?_
    simp [modeKinetic]
    ring
  · intro h
    have hi : k i ^ 2 * J.ofLp i = 0 :=
      congrArg (fun v : EuclideanSpace ℝ ι => v.ofLp i) h
    exact mul_ne_zero (pow_ne_zero 2 hk) hJ hi

end

end FieldRedefinition
```

The step to QED itself, where $A$ is a quantised gauge field on Minkowski space and $J$ is built from electron fields, rests on analogy with this model.

```lean
#print axioms FieldRedefinition.field_redefinition
-- 'FieldRedefinition.field_redefinition' depends on axioms: [propext, Classical.choice, Quot.sound]
#print axioms FieldRedefinition.redefinition_unique
-- 'FieldRedefinition.redefinition_unique' depends on axioms: [propext, Classical.choice, Quot.sound]
#print axioms FieldRedefinition.onShell_action
-- 'FieldRedefinition.onShell_action' depends on axioms: [propext, Classical.choice, Quot.sound]
```
